# At infinite temperature, the log partition function of a finite Ising cluster expansion has slope $-J_\emptyset$ and curvature $\sum_{A\neq\emptyset}J_A^2$

A thermodynamic integration that starts at infinite temperature can return a smooth, plausible free energy even when a cluster has been counted twice or the constant energy has been left out. The first two derivatives of the log partition function with respect to inverse temperature, taken at the starting point, offer one check. For a finite cell of two-state sites whose energy is expanded in products of spins $\pm1$ with temperature-independent couplings, as in a binary-alloy cluster expansion, both derivatives can be read off the couplings, provided that the partition function sums over all configurations and hence over all compositions.

The sites form a finite type `ι` with $N$ elements. No lattice, interaction range or symmetry is assumed.

```lean
import Mathlib

open Filter Topology

namespace IsingHighTemperature

noncomputable section

variable {ι : Type*} [Fintype ι] [DecidableEq ι]
```

A configuration $\sigma$ assigns a Boolean to each site, and $s$ turns the Boolean into a spin value $\pm1$.

```lean
/-- The value `1` or `-1` of an Ising spin. -/
def spin (t : Bool) : ℝ := if t then 1 else -1
```

Each subset $A$ of sites has the cluster function $s_A(\sigma)=\prod_{i\in A}s(\sigma_i)$. The empty product gives $s_\emptyset=1$.

```lean
/-- The cluster function: the product of the spins on the sites in `A`. -/
def cluster (A : Finset ι) (σ : ι → Bool) : ℝ := ∏ i ∈ A, spin (σ i)
```

The energy is $E(\sigma)=\sum_A J_A s_A(\sigma)$, with an arbitrary real coupling for every subset. Each subset occurs once, so $m$ symmetry-equivalent nonempty clusters with common coupling $J$ contribute $mJ^2$ to the curvature. Single-site couplings act as fields.

```lean
/-- The cluster expansion of the energy with couplings `J`. -/
def energy (J : Finset ι → ℝ) (σ : ι → Bool) : ℝ := ∑ A, J A * cluster A σ
```

The uniform average is $\operatorname{avg}(f)=2^{-N}\sum_\sigma f(\sigma)$. It runs over all configurations, hence over all compositions of an alloy; a fixed-composition ensemble is not covered.

```lean
/-- The uniform average over all spin configurations. -/
def avg (f : (ι → Bool) → ℝ) : ℝ := (∑ σ, f σ) / 2 ^ Fintype.card ι
```

The partition function is normalized by the number of configurations, $Z(b)=\operatorname{avg}(e^{-bE})$. Here $b$ is the inverse temperature $1/k_BT$, extended to all real values.

```lean
/-- The partition function at inverse temperature `b`, divided by the number of configurations. -/
def partitionFn (J : Finset ι → ℝ) (b : ℝ) : ℝ :=
  avg fun σ => Real.exp (-b * energy J σ)
```

Its logarithm therefore omits the constant $N\log 2$, which affects no derivative.

```lean
/-- The logarithm of the normalized partition function. -/
def logZ (J : Finset ι → ℝ) (b : ℝ) : ℝ := Real.log (partitionFn J b)
```

The thermal mean of an observable $g$ is $\langle g\rangle_b=\operatorname{avg}(g\,e^{-bE})/Z(b)$.

```lean
/-- The Boltzmann average of the observable `g` at inverse temperature `b`. -/
def thermal (J : Finset ι → ℝ) (g : (ι → Bool) → ℝ) (b : ℝ) : ℝ :=
  avg (fun σ => g σ * Real.exp (-b * energy J σ)) / partitionFn J b
```

## Orthonormal clusters give the energy moments

Exchanging two finite sums shows that averaging is linear: $\operatorname{avg}(\sum_A c_A f_A)=\sum_A c_A\operatorname{avg}(f_A)$.

```lean
/-- The uniform average of a linear combination of observables indexed by clusters is the
linear combination of their averages. -/
theorem avg_sum (c : Finset ι → ℝ) (f : Finset ι → (ι → Bool) → ℝ) :
    avg (fun σ => ∑ A, c A * f A σ) = ∑ A, c A * avg (f A) := by
  simp only [avg]
  rw [Finset.sum_comm, Finset.sum_div]
  refine Finset.sum_congr rfl fun A _ => ?_
  rw [← Finset.mul_sum, mul_div_assoc]
```

For two clusters $A$ and $B$, the configuration sum factorizes over sites:
$$\sum_\sigma s_A(\sigma)s_B(\sigma)=\prod_i\sum_t s(t)^{[i\in A]+[i\in B]},$$
where $t$ runs over the two Booleans and a bracket is 1 if its condition holds and 0 otherwise. A site in both clusters or in neither gives $1+1=2$; a site in exactly one gives $1-1=0$. The product is $2^N$ if $A=B$ and zero otherwise, so $\operatorname{avg}(s_As_B)=\delta_{AB}$. In the proof, `key` is the factorization and `site` checks the four membership cases.

```lean
/-- Cluster functions are orthonormal under the uniform average. -/
theorem avg_cluster_mul (A B : Finset ι) :
    avg (fun σ => cluster A σ * cluster B σ) = if A = B then 1 else 0 := by
  -- The sum over configurations factorizes into independent sums at each site.
  have key : ∑ σ : ι → Bool, cluster A σ * cluster B σ =
      ∏ i, ∑ t : Bool, (if i ∈ A then spin t else 1) * (if i ∈ B then spin t else 1) := by
    rw [Finset.prod_univ_sum, Fintype.piFinset_univ]
    refine Finset.sum_congr rfl fun σ _ => ?_
    rw [Finset.prod_mul_distrib]
    simp [cluster, Finset.prod_ite_mem]
  have site : ∀ i, ∑ t : Bool, (if i ∈ A then spin t else 1) * (if i ∈ B then spin t else 1)
      = if (i ∈ A ↔ i ∈ B) then (2 : ℝ) else 0 := by
    intro i
    by_cases ha : i ∈ A <;> by_cases hb : i ∈ B <;> norm_num [ha, hb, spin]
  unfold avg
  rw [key, Finset.prod_congr rfl (fun i _ => site i)]
  by_cases h : A = B
  · subst h
    simp
  · -- A site in only one of the two clusters contributes the factor zero.
    obtain ⟨i, hi⟩ := not_forall.mp fun hc : ∀ i, i ∈ A ↔ i ∈ B => h (Finset.ext hc)
    have hz : ∏ i, (if (i ∈ A ↔ i ∈ B) then (2 : ℝ) else 0) = 0 :=
      Finset.prod_eq_zero (Finset.mem_univ i) (if_neg hi)
    rw [hz, zero_div, if_neg h]
```

Linearity and orthonormality project out a coupling:
$$\operatorname{avg}(E s_B)=\sum_A J_A\operatorname{avg}(s_As_B)=J_B.$$

```lean
/-- The uniform average of the energy times a cluster function is the coupling of that cluster. -/
theorem avg_energy_mul_cluster (J : Finset ι → ℝ) (B : Finset ι) :
    avg (fun σ => energy J σ * cluster B σ) = J B := by
  have h := avg_sum J (fun A σ => cluster A σ * cluster B σ)
  simp only [avg_cluster_mul] at h
  simp only [energy, Finset.sum_mul, mul_assoc]
  rw [h]
  simp
```

Expanding one of the two factors of $E$ gives the second moment:
$$\operatorname{avg}(E^2)=\sum_B J_B\operatorname{avg}(E s_B)=\sum_B J_B^2.$$

```lean
/-- The uniform average of the squared energy is the sum of all squared couplings. -/
theorem avg_energy_sq (J : Finset ι → ℝ) :
    avg (fun σ => energy J σ ^ 2) = ∑ A, J A ^ 2 := by
  have hE : ∀ σ, energy J σ ^ 2 = ∑ B, J B * (energy J σ * cluster B σ) := by
    intro σ
    calc energy J σ ^ 2 = energy J σ * ∑ B, J B * cluster B σ := sq _
      _ = _ := by
        rw [Finset.mul_sum]
        exact Finset.sum_congr rfl fun B _ => by ring
  simp only [hE]
  rw [avg_sum J (fun B σ => energy J σ * cluster B σ)]
  exact Finset.sum_congr rfl fun B _ => by rw [avg_energy_mul_cluster, sq]
```

## Differentiation gives the energy variance

$Z(b)$ is an average of positive exponentials, so it is positive and its logarithm can be differentiated.

```lean
/-- The normalized partition function is positive. -/
theorem partitionFn_pos (J : Finset ι → ℝ) (b : ℝ) : 0 < partitionFn J b :=
  div_pos (Finset.sum_pos (fun _ _ => Real.exp_pos _) Finset.univ_nonempty) (by positivity)
```

Differentiating the finite sum term by term gives
$$\frac{d}{db}\operatorname{avg}(g e^{-bE})=-\operatorname{avg}(gE e^{-bE}).$$

```lean
/-- Differentiating a Boltzmann-weighted sum in the inverse temperature inserts a factor
of minus the energy. -/
theorem hasDerivAt_weighted (J : Finset ι → ℝ) (g : (ι → Bool) → ℝ) (b : ℝ) :
    HasDerivAt (fun x => avg fun σ => g σ * Real.exp (-x * energy J σ))
      (-avg fun σ => g σ * energy J σ * Real.exp (-b * energy J σ)) b := by
  have h : ∀ σ, HasDerivAt (fun x : ℝ => g σ * Real.exp (-x * energy J σ))
      (-(g σ * energy J σ * Real.exp (-b * energy J σ))) b := by
    intro σ
    have h1 : HasDerivAt (fun x : ℝ => -x * energy J σ) (-1 * energy J σ) b :=
      (hasDerivAt_id' b).fun_neg.mul_const _
    exact (h1.exp.const_mul (g σ)).congr_deriv (by ring)
  have hs := (HasDerivAt.fun_sum (u := Finset.univ) fun σ _ => h σ).div_const
    ((2 : ℝ) ^ Fintype.card ι)
  exact hs.congr_deriv (by simp only [avg, Finset.sum_neg_distrib, neg_div])
```

With $g=1$ this yields $(\log Z)'=Z'/Z=-\langle E\rangle_b$. With $g=E$, the quotient rule yields
$$\frac{d}{db}\langle E\rangle_b=\frac{-\operatorname{avg}(E^2e^{-bE})Z+\operatorname{avg}(Ee^{-bE})^2}{Z^2}=-\left(\langle E^2\rangle_b-\langle E\rangle_b^2\right).$$
The auxiliary identity `alg` performs this last rearrangement. Both formulas hold at every real $b$.

```lean
/-- At every inverse temperature, the derivative of `log Z` is minus the mean energy, and the
derivative of the mean energy is minus the energy variance. -/
theorem fluctuation (J : Finset ι → ℝ) (b : ℝ) :
    HasDerivAt (logZ J) (-thermal J (energy J) b) b ∧
    HasDerivAt (thermal J (energy J))
      (-(thermal J (fun σ => energy J σ ^ 2) b - thermal J (energy J) b ^ 2)) b := by
  have hne := (partitionFn_pos J b).ne'
  have hZ : HasDerivAt (partitionFn J)
      (-avg fun σ => energy J σ * Real.exp (-b * energy J σ)) b := by
    have h := hasDerivAt_weighted J (fun _ => 1) b
    simp only [one_mul] at h
    exact h
  have hN := hasDerivAt_weighted J (energy J) b
  simp only [← sq] at hN
  -- The quotient rule produces the variance.
  have alg : ∀ n m z : ℝ, z ≠ 0 →
      (-m * z - n * -n) / z ^ 2 = -(m / z - (n / z) ^ 2) := by
    intro n m z hz
    field_simp
    ring
  exact ⟨(hZ.log hne).congr_deriv (by rw [thermal, neg_div]),
    (hN.fun_div hZ hne).congr_deriv (alg _ _ _ hne)⟩
```

## The couplings at infinite temperature

At $b=0$ every weight is 1, so $Z(0)=1$ and $\langle g\rangle_0=\operatorname{avg}(g)$. Taking $B=\emptyset$ in the projection formula gives $\operatorname{avg}(E)=J_\emptyset$. Hence
$$(\log Z)'(0)=-J_\emptyset,\qquad (\log Z)''(0)=\sum_A J_A^2-J_\emptyset^2=\sum_{A\ne\emptyset}J_A^2.$$
In Lean, `HasDerivAt f d x` says that $f$ is differentiable at $x$ with derivative $d$. The second statement applies it to `deriv (logZ J)`, and `Finset.univ.erase ∅` is the set of nonempty clusters.

```lean
/-- At zero inverse temperature, `log Z` has first derivative minus the empty-cluster coupling
and second derivative the sum of the squared couplings of all nonempty clusters. -/
theorem high_temperature_derivatives (J : Finset ι → ℝ) :
    HasDerivAt (logZ J) (-J ∅) 0 ∧
    HasDerivAt (deriv (logZ J)) (∑ A ∈ Finset.univ.erase ∅, J A ^ 2) 0 := by
  -- At infinite temperature all configurations have equal weight.
  have h1 : partitionFn J 0 = 1 := by simp [partitionFn, avg]
  have h0 : ∀ g, thermal J g 0 = avg g := by
    intro g
    rw [thermal, h1]
    simp
  have hE : avg (energy J) = J ∅ := by
    simpa [cluster] using avg_energy_mul_cluster J ∅
  have hd : deriv (logZ J) = fun b => -thermal J (energy J) b :=
    funext fun b => (fluctuation J b).1.deriv
  constructor
  · exact (fluctuation J 0).1.congr_deriv (by rw [h0, hE])
  · rw [hd]
    refine (fluctuation J 0).2.fun_neg.congr_deriv ?_
    rw [h0, h0, hE, avg_energy_sq, neg_neg, Finset.sum_erase_eq_sub (Finset.mem_univ _)]
```

The quadratic expansion follows as a limit. Both $\log Z(b)+bJ_\emptyset$ and $b^2$ vanish as $b\to0$, and the quotient of their derivatives is
$$\frac{(\log Z)'(b)+J_\emptyset}{2b}=\frac12\,\frac{(\log Z)'(b)-(\log Z)'(0)}{b}\longrightarrow\frac12\sum_{A\neq\emptyset}J_A^2.$$
L'Hôpital's rule transfers this limit to the original quotient. The filter `𝓝[≠] 0` lets $b$ approach zero from either side without reaching it.

```lean
/-- As the inverse temperature `b` tends to zero, `(log Z + b J_∅) / b²` tends to half the sum of
the squared couplings of all nonempty clusters. -/
theorem high_temperature_expansion (J : Finset ι → ℝ) :
    Tendsto (fun b => (logZ J b + b * J ∅) / b ^ 2) (𝓝[≠] 0)
      (𝓝 ((∑ A ∈ Finset.univ.erase ∅, J A ^ 2) / 2)) := by
  have hm := high_temperature_derivatives J
  have hs := (hasDerivAt_iff_tendsto_slope.mp hm.2).div_const 2
  have hf : ∀ x, HasDerivAt (fun b => logZ J b + b * J ∅) (deriv (logZ J) x + J ∅) x :=
    fun x => ((fluctuation J x).1.differentiableAt.hasDerivAt.fun_add
      ((hasDerivAt_id' x).mul_const (J ∅))).congr_deriv (by ring)
  have h0 : logZ J 0 + 0 * J ∅ = 0 := by simp [logZ, partitionFn, avg]
  have tf : Tendsto (fun b => logZ J b + b * J ∅) (𝓝 0) (𝓝 (logZ J 0 + 0 * J ∅)) :=
    (hf 0).continuousAt
  rw [h0] at tf
  have tg : Tendsto (fun b : ℝ => b ^ 2) (𝓝 0) (𝓝 0) := by
    simpa using (continuous_pow 2).tendsto (0 : ℝ)
  -- L'Hôpital's rule reduces the limit to the difference quotient of the first derivative.
  refine HasDerivAt.lhopital_zero_nhdsNE (f' := fun x => deriv (logZ J) x + J ∅)
    (g' := fun x => 2 * x) (Eventually.of_forall hf)
    (Eventually.of_forall fun x => by simpa using hasDerivAt_pow 2 x) ?_
    (tf.mono_left nhdsWithin_le_nhds) (tg.mono_left nhdsWithin_le_nhds) ?_
  · filter_upwards [self_mem_nhdsWithin] with x hx
    exact mul_ne_zero two_ne_zero hx
  · refine hs.congr fun x => ?_
    rw [slope_def_field, hm.1.deriv, sub_zero, sub_neg_eq_add, div_div, mul_comm x 2]

end

end IsingHighTemperature
```

Restoring $N\log2$ and dividing by $-b$ for $b>0$ turns this limit into the free energy
$$F(b)=-\frac{N\log2}{b}+J_\emptyset-\frac b2\sum_{A\ne\emptyset}J_A^2+o(b),$$
a rewriting by hand at fixed $N$, with no control of the remainder as the system grows.

```lean
#print axioms IsingHighTemperature.high_temperature_expansion
-- 'IsingHighTemperature.high_temperature_expansion' depends on axioms: [propext, Classical.choice, Quot.sound]
```
